# Two equal attractive delta wells in one dimension support an even exponential orbital at every separation, and an odd one only beyond a threshold

A numerical search for the levels of one electron in two equal one-dimensional delta wells is easier to set up when the number of roots and an interval around each are known. For orbitals built from one decaying exponential on each well, the theorems below count the roots, and their proofs supply the intervals.

In Lean 4 with Mathlib:

```lean
import Mathlib

open Set Filter Topology

namespace DeltaMolecularIon

noncomputable section

/-- The exponential orbital with decay constant `k` centred at `c`. -/
def slater (k c x : ℝ) : ℝ := Real.exp (-k * |x - c|)

/-- A combination of exponential orbitals on the two centres `a` and `-a`. -/
def orbital (k a A B x : ℝ) : ℝ := A * slater k a x + B * slater k (-a) x

/-- The energy `-k²/2` belonging to the decay constant `k`, in atomic units. -/
def energy (k : ℝ) : ℝ := -k ^ 2 / 2

/-- The cusp condition of an attractive delta well of strength `g` at `c`:
the slope of `ψ` jumps by `-2 g ψ(c)`. -/
def Cusp (g : ℝ) (ψ : ℝ → ℝ) (c : ℝ) : Prop :=
  ∃ l r, HasDerivWithinAt ψ l (Iio c) c ∧ HasDerivWithinAt ψ r (Ioi c) c ∧
    r - l = -2 * g * ψ c

/-- A two-centre orbital with positive decay constant and amplitudes not both zero that meets the
cusp condition at both wells. -/
def IsBoundState (g a k A B : ℝ) : Prop :=
  0 < k ∧ (A ≠ 0 ∨ B ≠ 0) ∧ Cusp g (orbital k a A B) a ∧ Cusp g (orbital k a A B) (-a)

/-- The slope of an exponential branch with direction factor `s`. -/
theorem branch_deriv (k s c y : ℝ) :
    HasDerivAt (fun z => Real.exp (-k * (s * (z - c))))
      (-(k * s) * Real.exp (-k * (s * (y - c)))) y := by
  have h : HasDerivAt (fun z => -k * (s * (z - c))) (-k * (s * 1)) y :=
    (((hasDerivAt_id y).sub_const c).const_mul s).const_mul (-k)
  exact h.exp.congr_deriv (by ring)

/-- Near any point away from its centre, an exponential orbital has logarithmic slope
`-k s` with a fixed sign `s`. -/
theorem slater_smooth (k : ℝ) {x c : ℝ} (hx : x ≠ c) :
    ∃ s : ℝ, s ^ 2 = 1 ∧
      ∀ᶠ y in 𝓝 x, HasDerivAt (slater k c) (-(k * s) * slater k c y) y := by
  rcases lt_or_gt_of_ne hx with h | h
  · refine ⟨-1, by norm_num, ?_⟩
    filter_upwards [Iio_mem_nhds h] with y hy
    have e : slater k c =ᶠ[𝓝 y] fun z => Real.exp (-k * (-1 * (z - c))) := by
      filter_upwards [Iio_mem_nhds hy] with z hz
      simp only [slater]
      rw [abs_of_neg (sub_neg.2 hz), neg_one_mul]
    exact ((branch_deriv k (-1) c y).congr_of_eventuallyEq e).congr_deriv
      (by rw [e.eq_of_nhds])
  · refine ⟨1, by norm_num, ?_⟩
    filter_upwards [Ioi_mem_nhds h] with y hy
    have e : slater k c =ᶠ[𝓝 y] fun z => Real.exp (-k * (1 * (z - c))) := by
      filter_upwards [Ioi_mem_nhds hy] with z hz
      simp only [slater]
      rw [abs_of_pos (sub_pos.2 hz), one_mul]
    exact ((branch_deriv k 1 c y).congr_of_eventuallyEq e).congr_deriv
      (by rw [e.eq_of_nhds])

/-- Away from both wells the orbital solves the free Schrödinger equation
`-ψ''/2 = E ψ` with `E = -k²/2`; here `φ` is `ψ'` and `w` is `ψ''`. -/
theorem schroedinger_off_centres (k A B : ℝ) {a x : ℝ} (h1 : x ≠ a) (h2 : x ≠ -a) :
    ∃ (φ : ℝ → ℝ) (w : ℝ), (∀ᶠ y in 𝓝 x, HasDerivAt (orbital k a A B) (φ y) y) ∧
      HasDerivAt φ w x ∧ -(w / 2) = energy k * orbital k a A B x := by
  obtain ⟨s, hs, es⟩ := slater_smooth k h1
  obtain ⟨t, ht, et⟩ := slater_smooth k h2
  refine ⟨fun y => A * (-(k * s) * slater k a y) + B * (-(k * t) * slater k (-a) y), _, ?_,
    ((es.self_of_nhds.const_mul (-(k * s))).const_mul A).add
      ((et.self_of_nhds.const_mul (-(k * t))).const_mul B), ?_⟩
  · filter_upwards [es, et] with y hy hy'
    exact (hy.const_mul A).add (hy'.const_mul B)
  · simp only [energy, orbital]
    linear_combination (-(k ^ 2 * A * slater k a x) / 2) * hs
      - (k ^ 2 * B * slater k (-a) x) / 2 * ht

/-- The cusp condition at the centre `c`, in the presence of an orbital on another centre `d`,
is a linear equation for the two amplitudes. -/
theorem cusp_iff (g k A B : ℝ) {c d : ℝ} (hcd : c ≠ d) :
    Cusp g (fun x => A * slater k c x + B * slater k d x) c ↔
      k * A = g * (A + B * slater k d c) := by
  obtain ⟨s, -, hs⟩ := slater_smooth k hcd
  have hd := hs.self_of_nhds
  have hc : slater k c c = 1 := by simp [slater]
  have r0 : HasDerivWithinAt (slater k c) (-k) (Ioi c) c :=
    ((branch_deriv k 1 c c).hasDerivWithinAt.congr
      (fun x hx => by simp only [slater]; rw [abs_of_pos (sub_pos.2 hx), one_mul])
      (by simp [slater])).congr_deriv (by simp)
  have l0 : HasDerivWithinAt (slater k c) k (Iio c) c :=
    ((branch_deriv k (-1) c c).hasDerivWithinAt.congr
      (fun x hx => by simp only [slater]; rw [abs_of_neg (sub_neg.2 hx), neg_one_mul])
      (by simp [slater])).congr_deriv (by simp)
  -- the distant orbital is smooth at `c` and drops out of the jump
  have R : HasDerivWithinAt (fun x => A * slater k c x + B * slater k d x)
      (A * (-k) + B * (-(k * s) * slater k d c)) (Ioi c) c :=
    (r0.const_mul A).add (hd.hasDerivWithinAt.const_mul B)
  have L : HasDerivWithinAt (fun x => A * slater k c x + B * slater k d x)
      (A * k + B * (-(k * s) * slater k d c)) (Iio c) c :=
    (l0.const_mul A).add (hd.hasDerivWithinAt.const_mul B)
  constructor
  · rintro ⟨l, r, hl, hr, h⟩
    have h' : r - l = -2 * g * (A * slater k c c + B * slater k d c) := h
    have el := (uniqueDiffWithinAt_Iio c).eq_deriv _ hl L
    have er := (uniqueDiffWithinAt_Ioi c).eq_deriv _ hr R
    rw [el, er, hc] at h'
    linear_combination (-1 / 2) * h'
  · intro h
    refine ⟨_, _, L, R, ?_⟩
    simp only [hc]
    linear_combination (-2) * h

/-- The exponential orbital centred at `0` meets the cusp condition of strength `g` there exactly
when `k = g`. -/
theorem one_centre (g k : ℝ) : Cusp g (slater k 0) 0 ↔ k = g := by
  have h := cusp_iff g k 1 0 (zero_ne_one : (0 : ℝ) ≠ 1)
  simpa using h

/-- Bound two-centre orbitals are even or odd, and each parity has its own
quantisation condition. -/
theorem boundState_iff {g a : ℝ} (hg : 0 < g) (ha : 0 < a) (k A B : ℝ) :
    IsBoundState g a k A B ↔ 0 < k ∧ A ≠ 0 ∧
      ((B = A ∧ k = g * (1 + Real.exp (-2 * k * a))) ∨
       (B = -A ∧ k = g * (1 - Real.exp (-2 * k * a)))) := by
  have e1 : slater k (-a) a = Real.exp (-2 * k * a) := by
    simp only [slater]
    rw [abs_of_pos (by linarith)]
    congr 1
    ring
  have e2 : slater k a (-a) = Real.exp (-2 * k * a) := by
    simp only [slater]
    rw [abs_of_neg (by linarith)]
    congr 1
    ring
  have c1 : Cusp g (orbital k a A B) a ↔ k * A = g * (A + B * Real.exp (-2 * k * a)) := by
    rw [← e1]
    exact cusp_iff g k A B (by linarith : -a < a).ne'
  have c2 : Cusp g (orbital k a A B) (-a) ↔ k * B = g * (B + A * Real.exp (-2 * k * a)) := by
    have hsw : orbital k a A B = fun x => B * slater k (-a) x + A * slater k a x := by
      funext x
      exact add_comm _ _
    rw [← e2, hsw]
    exact cusp_iff g k B A (by linarith : -a < a).ne
  unfold IsBoundState
  rw [c1, c2]
  have hE := mul_pos hg (Real.exp_pos (-2 * k * a))
  constructor
  · rintro ⟨hk, hne, h1, h2⟩
    -- sum and difference of the two equations separate the parities
    have hm : (B - A) * (k - g * (1 - Real.exp (-2 * k * a))) = 0 := by
      linear_combination h2 - h1
    have hp : (B + A) * (k - g * (1 + Real.exp (-2 * k * a))) = 0 := by
      linear_combination h1 + h2
    have hA : (B = A ∨ B = -A) → A ≠ 0 := by
      intro hB h0
      rcases hne with h | h
      · exact h h0
      · rcases hB with hB | hB <;> exact h (by linarith)
    rcases mul_eq_zero.1 hm with h | h
    · have hB : B = A := by linarith
      refine ⟨hk, hA (Or.inl hB), Or.inl ⟨hB, ?_⟩⟩
      rcases mul_eq_zero.1 hp with h' | h'
      · exact absurd (by linarith) (hA (Or.inl hB))
      · linarith
    · rcases mul_eq_zero.1 hp with h' | h'
      · have hB : B = -A := by linarith
        exact ⟨hk, hA (Or.inr hB), Or.inr ⟨hB, by linarith⟩⟩
      · exfalso
        nlinarith
  · rintro ⟨hk, hA, ⟨hB, h⟩ | ⟨hB, h⟩⟩
    · refine ⟨hk, Or.inl hA, ?_, ?_⟩ <;> rw [hB] <;> linear_combination A * h
    · refine ⟨hk, Or.inl hA, ?_, ?_⟩ <;> rw [hB]
      · linear_combination A * h
      · linear_combination (-A) * h

/-- The odd quantisation condition has a positive root exactly when `2 g a > 1`. -/
theorem odd_root_iff {g a : ℝ} (hg : 0 < g) (ha : 0 < a) :
    (∃ k, 0 < k ∧ k = g * (1 - Real.exp (-2 * k * a))) ↔ 1 < 2 * g * a := by
  constructor
  · rintro ⟨k, hk, h⟩
    have h1 := Real.add_one_lt_exp (x := -2 * k * a) (ne_of_lt (by nlinarith [mul_pos hk ha]))
    have h2 : k < k * (2 * g * a) := by nlinarith [mul_lt_mul_of_pos_left h1 hg]
    by_contra hn
    nlinarith [mul_le_mul_of_nonneg_left (not_lt.1 hn) hk.le]
  · intro h
    have h2a : 0 < 2 * a := by linarith
    -- the trial point `q = g - 1/(2a)` lies below the root
    obtain ⟨q, hq⟩ : ∃ q, q * (2 * a) = 2 * g * a - 1 :=
      ⟨(2 * g * a - 1) / (2 * a), by field_simp⟩
    have hq0 : 0 < q := lt_of_mul_lt_mul_right (by linarith : 0 * (2 * a) < q * (2 * a)) h2a.le
    have hqg : q ≤ g := le_of_mul_le_mul_right (by linarith : q * (2 * a) ≤ g * (2 * a)) h2a
    have hm : Real.exp (-2 * q * a) * Real.exp (2 * q * a) = 1 := by
      rw [← Real.exp_add, show -2 * q * a + 2 * q * a = 0 by ring, Real.exp_zero]
    have hx : 2 * g * a ≤ Real.exp (2 * q * a) := by
      linarith [Real.add_one_le_exp (2 * q * a)]
    have hb := mul_le_mul_of_nonneg_left hx (Real.exp_pos (-2 * q * a)).le
    have lo : q - g * (1 - Real.exp (-2 * q * a)) ≤ 0 := by
      by_contra hn
      nlinarith [mul_pos (not_le.1 hn) h2a]
    have hi : 0 ≤ g - g * (1 - Real.exp (-2 * g * a)) := by
      nlinarith [mul_pos hg (Real.exp_pos (-2 * g * a))]
    obtain ⟨k, hk, hk0⟩ := intermediate_value_Icc
      (f := fun k => k - g * (1 - Real.exp (-2 * k * a))) hqg (by fun_prop) ⟨lo, hi⟩
    have hk1 : k - g * (1 - Real.exp (-2 * k * a)) = 0 := hk0
    exact ⟨k, lt_of_lt_of_le hq0 hk.1, by linarith⟩

/-- The odd condition has at most one positive root, and its energy lies above
the one-centre energy. -/
theorem odd_level {g a x y : ℝ} (hg : 0 < g) (ha : 0 < a) (hx : 0 < x) (hy : 0 < y)
    (ex : x = g * (1 - Real.exp (-2 * x * a))) (ey : y = g * (1 - Real.exp (-2 * y * a))) :
    x = y ∧ energy g < energy x := by
  -- strict convexity of the exponential forbids two positive roots
  have key : ∀ u v : ℝ, 0 < u → u < v → u = g * (1 - Real.exp (-2 * u * a)) →
      v = g * (1 - Real.exp (-2 * v * a)) → False := by
    intro u v hu huv eu ev
    have hv : 0 < v := hu.trans huv
    obtain ⟨t, ht0, ht1, ht⟩ : ∃ t : ℝ, 0 < t ∧ t < 1 ∧ t * v = u :=
      ⟨u / v, div_pos hu hv, (div_lt_one hv).2 huv, by field_simp⟩
    have hc := strictConvexOn_exp.2 (mem_univ (0 : ℝ)) (mem_univ (-2 * v * a))
      (ne_of_gt (by nlinarith [mul_pos hv ha])) (sub_pos.2 ht1) ht0 (by ring)
    simp only [smul_eq_mul, mul_zero, zero_add, Real.exp_zero, mul_one] at hc
    rw [show t * (-2 * v * a) = -2 * u * a by linear_combination (-2 * a) * ht] at hc
    have h2 : t * (g * (1 - Real.exp (-2 * v * a))) = u := by
      rw [← ev]
      exact ht
    nlinarith [mul_lt_mul_of_pos_left hc hg]
  constructor
  · rcases lt_trichotomy x y with h | h | h
    · exact (key x y hx h ex ey).elim
    · exact h
    · exact (key y x hy h ey ex).elim
  · have hlt : x < g := by nlinarith [mul_pos hg (Real.exp_pos (-2 * x * a))]
    unfold energy
    nlinarith

/-- Quantisation conditions for two equal delta wells: the even condition has exactly one positive
root, it exceeds `g` and its energy lies below the one-centre energy; the odd condition has a
positive root if and only if `2 g a > 1`. -/
theorem molecular_ion_quantisation {g a : ℝ} (hg : 0 < g) (ha : 0 < a) :
    (∃! k, 0 < k ∧ k = g * (1 + Real.exp (-2 * k * a))) ∧
    (∀ k, k = g * (1 + Real.exp (-2 * k * a)) → g < k ∧ energy k < energy g) ∧
    ((∃ k, 0 < k ∧ k = g * (1 - Real.exp (-2 * k * a))) ↔ 1 < 2 * g * a) := by
  refine ⟨?_, ?_, odd_root_iff hg ha⟩
  · have lo : g - g * (1 + Real.exp (-2 * g * a)) ≤ 0 := by
      nlinarith [mul_pos hg (Real.exp_pos (-2 * g * a))]
    have h1 : Real.exp (-2 * (2 * g) * a) ≤ 1 :=
      Real.exp_le_one_iff.2 (by nlinarith [mul_pos hg ha])
    have hi : 0 ≤ 2 * g - g * (1 + Real.exp (-2 * (2 * g) * a)) := by
      nlinarith [mul_le_mul_of_nonneg_left h1 hg.le]
    obtain ⟨k, hk, hk0⟩ := intermediate_value_Icc
      (f := fun k => k - g * (1 + Real.exp (-2 * k * a)))
      (by linarith : g ≤ 2 * g) (by fun_prop) ⟨lo, hi⟩
    have hk1 : k - g * (1 + Real.exp (-2 * k * a)) = 0 := hk0
    -- the right-hand side decreases with `k`, so two roots cannot be ordered
    have key : ∀ u v : ℝ, u < v → u = g * (1 + Real.exp (-2 * u * a)) →
        v = g * (1 + Real.exp (-2 * v * a)) → False := by
      intro u v huv eu ev
      have h := Real.exp_lt_exp.2
        (by nlinarith [mul_pos (sub_pos.2 huv) ha] : -2 * v * a < -2 * u * a)
      nlinarith [mul_lt_mul_of_pos_left h hg]
    have ek : k = g * (1 + Real.exp (-2 * k * a)) := by linarith
    refine ⟨k, ⟨lt_of_lt_of_le hg hk.1, ek⟩, ?_⟩
    rintro y ⟨-, ey⟩
    rcases lt_trichotomy y k with h | h | h
    · exact (key y k h ey ek).elim
    · exact h
    · exact (key k y h ek ey).elim
  · intro k h
    have hlt : g < k := by nlinarith [mul_pos hg (Real.exp_pos (-2 * k * a))]
    refine ⟨hlt, ?_⟩
    unfold energy
    nlinarith

/-- Two bound orbitals with different decay constants exist if and only if `2 g a > 1`. -/
theorem two_levels_iff {g a : ℝ} (hg : 0 < g) (ha : 0 < a) :
    (∃ k k' A B A' B', k ≠ k' ∧ IsBoundState g a k A B ∧ IsBoundState g a k' A' B') ↔
      1 < 2 * g * a := by
  obtain ⟨hu, hlow, hodd⟩ := molecular_ion_quantisation hg ha
  constructor
  · rintro ⟨k, k', A, B, A', B', hne, h, h'⟩
    obtain ⟨hk, -, ⟨-, e⟩ | ⟨-, e⟩⟩ := (boundState_iff hg ha k A B).1 h
    · obtain ⟨hk', -, ⟨-, e'⟩ | ⟨-, e'⟩⟩ := (boundState_iff hg ha k' A' B').1 h'
      · exact absurd (hu.unique ⟨hk, e⟩ ⟨hk', e'⟩) hne
      · exact hodd.1 ⟨k', hk', e'⟩
    · exact hodd.1 ⟨k, hk, e⟩
  · intro h
    obtain ⟨k, ⟨hk, e⟩, -⟩ := hu
    obtain ⟨q, hq, e'⟩ := hodd.2 h
    have h1 := (hlow k e).1
    have h2 : q < g := by nlinarith [mul_pos hg (Real.exp_pos (-2 * q * a))]
    exact ⟨k, q, 1, 1, 1, -1, (h2.trans h1).ne',
      (boundState_iff hg ha k 1 1).2 ⟨hk, one_ne_zero, Or.inl ⟨rfl, e⟩⟩,
      (boundState_iff hg ha q 1 (-1)).2 ⟨hq, one_ne_zero, Or.inr ⟨rfl, e'⟩⟩⟩

end

end DeltaMolecularIon
```

```lean
#print axioms DeltaMolecularIon.one_centre
#print axioms DeltaMolecularIon.odd_level
#print axioms DeltaMolecularIon.molecular_ion_quantisation
#print axioms DeltaMolecularIon.two_levels_iff
```

```
'DeltaMolecularIon.one_centre' depends on axioms: [propext, Classical.choice, Quot.sound]
'DeltaMolecularIon.odd_level' depends on axioms: [propext, Classical.choice, Quot.sound]
'DeltaMolecularIon.molecular_ion_quantisation' depends on axioms: [propext, Classical.choice, Quot.sound]
'DeltaMolecularIon.two_levels_iff' depends on axioms: [propext, Classical.choice, Quot.sound]
```

## Roots and levels

Two wells of strength $g>0$ sit at $a$ and $-a$, with $a>0$. An orbital with decay constant $k>0$ has energy $-k^2/2$ in atomic units. The theorem `molecular_ion_quantisation` has three parts:

- The even condition $k=g(1+e^{-2ka})$ has exactly one positive root.
- Every real root of that condition satisfies $k>g$, so its energy lies below the one-centre value $-g^2/2$.
- The odd condition $k=g(1-e^{-2ka})$ has a positive root if and only if $2ga>1$. At equality there is none.

`odd_level` adds that this positive root is unique when it exists, and that its energy lies above $-g^2/2$. The value $k=0$ also solves the odd condition, at every separation, but it gives no bound orbital, so a numerical search has to exclude it. By `two_levels_iff`, two bound orbitals with different decay constants exist exactly when $2ga>1$.

For a single electron in fixed zero-range wells, this means that two centres with one exponential each need not give two bound levels: at separations $2a\le 1/g$ the antibonding one is missing.

## From the Hamiltonian to the definitions

The model Hamiltonian is
$$H=-\tfrac12\frac{d^2}{dx^2}-g\,[\delta(x-a)+\delta(x+a)].$$
The file does not construct this operator. It encodes each well by `Cusp`: the left and right derivatives $l$ and $r$ exist at the centre $c$, and $r-l=-2g\,\psi(c)$. This is what integrating $H\psi=E\psi$ over a shrinking interval around the well gives, and $g$ measures the integrated strength of the attraction.

`slater k c` is $e^{-k|x-c|}$, and `orbital` is
$$\psi(x)=A\,e^{-k|x-a|}+B\,e^{-k|x+a|}.$$
`IsBoundState` requires $k>0$, amplitudes that are not both zero, and the cusp condition at both wells. The amplitudes are not normalised.

Bound states are thus sought within this two-exponential form; that no others exist is not part of the theorems. The model has no Coulomb potential and no repulsion between the nuclei, so it yields electronic levels but no equilibrium distance.

## Two linear equations for the amplitudes

Away from its centre, each exponential has slope $\mp k$ times itself, and hence second derivative $k^2$ times itself. So $-\psi''/2=-(k^2/2)\psi$ off the wells, which is `schroedinger_off_centres`. In `slater_smooth` the slope is written as $-ks$ times the exponential, with $s=1$ to the right of the centre and $s=-1$ to the left.

At $x=a$ the first term contributes a slope jump of $-2kA$, while the second is smooth and contributes none. With $S=e^{-2ka}$, the cusp conditions at $a$ and $-a$ become
$$kA=g(A+BS),\qquad kB=g(B+AS).$$
This is `cusp_iff`, whose proof relies on one-sided derivatives being unique. With a single well the same equation reduces to $k=g$ (`one_centre`).

Subtracting and adding the two equations gives
$$(B-A)\,[k-g(1-S)]=0,\qquad (B+A)\,[k-g(1+S)]=0.$$
Both brackets cannot vanish, since they differ by $2gS>0$. As the amplitudes are not both zero, either $B=A$ with the even condition, or $B=-A$ with the odd one. In `boundState_iff` these products are `hm` and `hp`, obtained by `linear_combination`.

## Counting the roots

**Even.** The function $k-g(1+e^{-2ka})$ is negative at $k=g$ and positive at $k=2g$, so the intermediate value theorem gives a root between them. If $u<v$ were both roots, the decreasing right-hand side would give $u>v$, a contradiction. Any root exceeds $g$ because the exponential is positive.

**Odd, necessity.** For $k>0$ we have $e^{-2ka}>1-2ka$. A root therefore satisfies $k<2gak$, and dividing by $k$ gives $2ga>1$.

**Odd, sufficiency.** Let $2ga>1$ and $q=g-1/(2a)>0$. Then $e^{2qa}\ge 1+2qa=2ga$, so
$$g(1-e^{-2qa})\ge g-\frac1{2a}=q.$$
Hence $k-g(1-e^{-2ka})$ is at most zero at $q$ and positive at $g$, and a root lies between them.

**Odd, uniqueness.** Suppose $0<u<v$ are both roots and put $t=u/v$. Strict convexity of the exponential gives $e^{-2ua}<(1-t)+t\,e^{-2va}$. Therefore
$$u=g(1-e^{-2ua})>t\,g(1-e^{-2va})=tv=u,$$
which is impossible. The root is below $g$, again because the exponential is positive.

For `two_levels_iff`, two different decay constants cannot both be even, so one is odd and the threshold applies. Conversely, above the threshold the odd root lies below $g$ and the even root above it, so they differ.

## The case $g=a=1$, and what the signs are for

Here $2ga=2$, so both levels exist. The even root lies between $1$ and $2$. At $k=1.10$ the right-hand side is $1.111$, and at $k=1.11$ it is $1.109$, so the root is between these values; refining gives $k\approx1.109$ and energy $-0.615$. The odd root lies between $0.5$ and $1$. At $k=0.79$ the right-hand side is $0.794$, and at $k=0.80$ it is $0.798$; refining gives $k\approx0.797$ and energy $-0.317$. The one-centre energy $-0.5$ lies between the two.

Without $g>0$ the first part fails: for $g=-1$, $a=1$ the wells are repulsive, and $k=-(1+e^{-2k})$ has no positive root. Without $a>0$ it fails too: for $g=1$, $a=-\tfrac12$ the condition reads $k=1+e^{k}$, which has no real root because $e^k\ge1+k$. This second example does not remove a physical level: a negative $a$ only swaps the labels of the two wells, and the condition that describes them then has $|a|$ in place of $a$.
